# Adding a structure to a set multiplies its covariance determinant by the structure's conditional variance

For a finite pool of structures whose labels are jointly Gaussian with a positive definite real covariance matrix `C`, `minor_insert` concerns the step from a set `S` to `S` with one new structure `i` added. It states that the determinant of the covariance block on the larger set equals the determinant on `S` times the variance of the label of `i` once the labels in `S` are known. The proof reindexes the larger block by `S ⊕ Unit`, so that it becomes a two-by-two block matrix with `C i i` in the last corner. The determinant formula for block matrices then gives the determinant on `S` times that of a one-by-one Schur complement, whose single entry is the conditional variance.

The failing Lean file:

```lean
import Mathlib

open Matrix

namespace MinorInsert

noncomputable section

variable {n : Type*} [Fintype n] [DecidableEq n]

/-- The covariance matrix restricted to the structures in `S`. -/
def block (C : Matrix n n ℝ) (S : Finset n) : Matrix S S ℝ :=
  C.submatrix (fun s : S => (s : n)) (fun s : S => (s : n))

/-- The principal minor of `C` on `S`; on the empty set it is the determinant of the
empty matrix, which is one. -/
def minor (C : Matrix n n ℝ) (S : Finset n) : ℝ := (block C S).det

/-- The Gaussian conditional variance of the label of `i` once the labels in `S` are known,
for an invertible covariance block on `S`. -/
def condVar (C : Matrix n n ℝ) (S : Finset n) (i : n) : ℝ :=
  C i i - (fun s : S => C s i) ⬝ᵥ ((block C S)⁻¹ *ᵥ (fun s : S => C s i))

omit [DecidableEq n] in
/-- For weights that vanish outside `S`, linear and quadratic forms reduce to sums over `S`. -/
theorem supported_forms (C : Matrix n n ℝ) (S : Finset n) (w : n → ℝ)
    (hw : ∀ j ∉ S, w j = 0) (f : n → ℝ) :
    w ⬝ᵥ f = (fun s : S => w s) ⬝ᵥ (fun s : S => f s) ∧
    w ⬝ᵥ (C *ᵥ w) = (fun s : S => w s) ⬝ᵥ (block C S *ᵥ (fun s : S => w s)) := by
  have key : ∀ g : n → ℝ, w ⬝ᵥ g = (fun s : S => w s) ⬝ᵥ (fun s : S => g s) := by
    intro g
    change ∑ j, w j * g j = ∑ s : S, w s * g s
    rw [Finset.sum_coe_sort S (fun j => w j * g j)]
    exact (Finset.sum_subset (Finset.subset_univ S)
      (fun j _ hj => by rw [hw j hj, zero_mul])).symm
  refine ⟨key f, ?_⟩
  rw [key (C *ᵥ w)]
  congr 1
  funext s
  change (fun j => C s j) ⬝ᵥ w = (fun t : S => C s t) ⬝ᵥ (fun t : S => w t)
  rw [dotProduct_comm, key, dotProduct_comm]

/-- Every covariance block of a positive definite covariance matrix is positive definite. -/
theorem block_posDef {C : Matrix n n ℝ} (hC : C.PosDef) (S : Finset n) :
    (block C S).PosDef := by
  rw [Matrix.posDef_iff_dotProduct_mulVec]
  refine ⟨hC.isHermitian.submatrix _, fun x hx => ?_⟩
  -- extend the vector by zero to the whole pool
  obtain ⟨w, hw⟩ : ∃ w : n → ℝ, w = fun j => if h : j ∈ S then x ⟨j, h⟩ else 0 := ⟨_, rfl⟩
  have hout : ∀ j ∉ S, w j = 0 := fun j hj => by simp [hw, hj]
  have hin : (fun s : S => w s) = x := by
    funext s
    simp [hw]
  have hw0 : w ≠ 0 := by
    intro h
    apply hx
    rw [← hin, h]
    rfl
  have hpos := hC.dotProduct_mulVec_pos hw0
  rw [star_trivial, (supported_forms C S w hout w).2, hin] at hpos
  rwa [star_trivial]

/-- For a positive definite covariance, adding a new structure `i` to `S` multiplies the
determinant by the conditional variance of `i` given `S`. -/
theorem minor_insert {C : Matrix n n ℝ} (hC : C.PosDef) {S : Finset n} {i : n} (hi : i ∉ S) :
    minor C (insert i S) = minor C S * condVar C S i := by
  let f : S ⊕ Unit → ↥(insert i S) :=
    Sum.elim (fun s => ⟨s, Finset.mem_insert_of_mem s.2⟩)
      (fun _ => ⟨i, Finset.mem_insert_self i S⟩)
  have hf : Function.Bijective f := by
    constructor
    · rintro (a | a) (b | b) h
      · have h' : a.1 = b.1 := congrArg Subtype.val h
        exact congrArg Sum.inl (Subtype.ext h')
      · have h' : a.1 = i := congrArg Subtype.val h
        exact absurd (by rw [← h']; exact a.2) hi
      · have h' : b.1 = i := (congrArg Subtype.val h).symm
        exact absurd (by rw [← h']; exact b.2) hi
      · rfl
    · rintro ⟨j, hj⟩
      rcases Finset.mem_insert.1 hj with h | h
      · exact ⟨Sum.inr (), Subtype.ext h.symm⟩
      · exact ⟨Sum.inl ⟨j, h⟩, rfl⟩
  have hdet : ((block C (insert i S)).submatrix f f).det = (block C (insert i S)).det :=
    Matrix.det_submatrix_equiv_self (Equiv.ofBijective f hf) _
  have hM : (block C (insert i S)).submatrix f f =
      Matrix.fromBlocks (block C S) (Matrix.of fun (s : S) (_ : Unit) => C s i)
        (Matrix.of fun (_ : Unit) (s : S) => C s i) (Matrix.of fun _ _ => C i i) := by
    ext (a | a) (b | b)
    · rfl
    · rfl
    · exact (hC.isHermitian.apply i b.1).symm
    · rfl
  -- the Schur complement of the old block is the conditional variance
  letI := Matrix.invertibleOfIsUnitDet (block C S)
    (isUnit_iff_ne_zero.2 (block_posDef hC S).det_pos.ne')
  unfold minor
  rw [← hdet, hM, Matrix.det_fromBlocks₁₁, Matrix.det_unique, Matrix.invOf_eq_nonsing_inv,
    Matrix.mul_assoc]
  rfl

end

end MinorInsert
```

The compiler's answer:

```
Main.lean:73:52: error: Application type mismatch: The argument
  h
has type
  f (Sum.inl a) = f (Sum.inl b)
but is expected to have type
  a = b
in the application
  congrArg Subtype.val h
Main.lean:95:2: warning: Try this: 
  letI̵

The goal is a proposition, so `let` is preferred over `letI`.
The difference between `let` and `letI` is that `letI` inlines the value.
But this is not relevant for proofs because of proof irrelevance.

Note: This linter can be disabled with `set_option linter.style.haveILetI false`
Main.lean:98:43: error(lean.synthInstanceFailed): failed to synthesize instance of type class
  Unique ↥S

Hint: Type class instance resolution failures can be inspected with the `set_option trace.Meta.synthInstance true` command.
Main.lean:100:2: error: Tactic `rfl` failed: The left-hand side
  block C S default default *
    ((of fun x x_1 => C i i) - (of fun x s => C (↑s) i) * ((block C S)⁻¹ * of fun s x => C (↑s) i)).det
is not definitionally equal to the right-hand side
  block C S default default * condVar C S i

n : Type u_1
inst✝¹ : Fintype n
inst✝ : DecidableEq n
C : Matrix n n ℝ
hC : C.PosDef
S : Finset n
i : n
hi : i ∉ S
f : ↥S ⊕ Unit → ↥(insert i S) := (fun s => ⟨↑s, ⋯⟩) ⊕ᵥ fun x => ⟨i, ⋯⟩
hf : Function.Bijective f
hdet : ((block C (insert i S)).submatrix f f).det = (block C (insert i S)).det
hM :
  (block C (insert i S)).submatrix f f =
    fromBlocks (block C S) (of fun s x => C (↑s) i) (of fun x s => C (↑s) i) (of fun x x_1 => C i i)
this : Invertible (block C S) := (block C S).invertibleOfIsUnitDet ⋯
⊢ block C S default default *
      ((of fun x x_1 => C i i) - (of fun x s => C (↑s) i) * ((block C S)⁻¹ * of fun s x => C (↑s) i)).det =
    block C S default default * condVar C S i
```

The change, after which it compiles:

```diff
@@ -71,5 +71,6 @@
     constructor
     · rintro (a | a) (b | b) h
-      · have h' : a.1 = b.1 := congrArg Subtype.val h
+      · have h' := congrArg Subtype.val h
+        change a.1 = b.1 at h'
         exact congrArg Sum.inl (Subtype.ext h')
       · have h' : a.1 = i := congrArg Subtype.val h
@@ -93,9 +94,9 @@
     · rfl
   -- the Schur complement of the old block is the conditional variance
-  letI := Matrix.invertibleOfIsUnitDet (block C S)
+  let := Matrix.invertibleOfIsUnitDet (block C S)
     (isUnit_iff_ne_zero.2 (block_posDef hC S).det_pos.ne')
   unfold minor
-  rw [← hdet, hM, Matrix.det_fromBlocks₁₁, Matrix.det_unique, Matrix.invOf_eq_nonsing_inv,
-    Matrix.mul_assoc]
+  rw [← hdet, hM, Matrix.det_fromBlocks₁₁, Matrix.det_unique (n := Unit),
+    Matrix.invOf_eq_nonsing_inv, Matrix.mul_assoc]
   rfl
 
```

Cause. In the first error, Lean uses the expected type `a.1 = b.1` to read `congrArg Subtype.val h` as starting from `a = b`, but `h` equates `f (Sum.inl a)` and `f (Sum.inl b)`. The repair lets `h` determine the type first, and `change` then restates the result as `a.1 = b.1`, which is the same by definition.

The `Unique ↥S` error comes from `Matrix.det_unique`, which rewrites the determinant of a one-by-one matrix to its entry. With its index type left open, it matched the determinant of `block C S` first, and an arbitrary `S` need not have exactly one element. Giving `(n := Unit)` directs it to the Schur complement.

The `rfl` error follows from that wrong match: the goal it shows has `block C S default default` on both sides and the Schur complement's determinant still unexpanded. Once the right determinant is rewritten, the remaining equality holds by definition and `rfl` closes it.

Replacing `letI` by `let` only answers a style warning.
